# Orbital derivatives drop out of the gradient of a stationary one-body energy

The orbital matrix $X$ is taken to be square: there are as many orbitals as basis functions, empty ones included, and the occupations sit in a separate matrix $\gamma$. Any change of the orbitals can then be expanded in the orbitals themselves. All matrices are real, indexed by a finite type `n`.

```lean
import Mathlib

open Matrix Topology

namespace PulayForce

variable {n : Type*} [Fintype n] [DecidableEq n]
```

Let $R$ be a nuclear coordinate and $r$ the geometry at which the gradient is wanted. The one-body Hamiltonian $h(R)$, the overlap $S(R)$ and the orbitals $X(R)$ are differentiated entry by entry, so no matrix norm has to be chosen. A prime denotes the derivative at $r$.

```lean
/-- The matrix function `A` has the entrywise derivative `A'` at the coordinate `r`. -/
def HasMatDerivAt (A : ℝ → Matrix n n ℝ) (A' : Matrix n n ℝ) (r : ℝ) : Prop :=
  ∀ i j, HasDerivAt (fun R => A R i j) (A' i j) r
```

With $\gamma$ the density matrix in the orbital basis, define

$$F = X^T h X\gamma, \qquad E = \operatorname{tr}F .$$

`fock` is this product, with no electron-electron term in it.

```lean
/-- The matrix `F = Xᵀ h X γ` built from the one-body Hamiltonian `h`, the orbitals `X` and
the density matrix `γ` in the orbital basis; its trace is the one-body energy. -/
def fock (h X γ : Matrix n n ℝ) : Matrix n n ℝ := Xᵀ * h * X * γ
```

A density matrix $B$ in the orbital basis, plain or energy-weighted, becomes $XBX^T$ in the atomic-orbital basis. (Matrices of operators such as $h$ transform differently when the basis is not orthonormal.)

```lean
/-- The matrix `X B Xᵀ`. For a density matrix `B` in the orbital basis, this is the density matrix
in the atomic-orbital basis. -/
def toAO (X B : Matrix n n ℝ) : Matrix n n ℝ := X * B * Xᵀ
```

## What orthonormality says about the orbital derivative

The product rule holds entrywise, $(AB)'_{ij}=\sum_k (A'_{ik}B_{kj}+A_{ik}B'_{kj})$, and keeps the order of the factors.

```lean
omit [DecidableEq n] in
/-- Product rule for matrix functions, with the order of the factors kept. -/
theorem HasMatDerivAt.mul {A B : ℝ → Matrix n n ℝ} {A' B' : Matrix n n ℝ} {r : ℝ}
    (hA : HasMatDerivAt A A' r) (hB : HasMatDerivAt B B' r) :
    HasMatDerivAt (fun R => A R * B R) (A' * B r + A r * B') r := by
  intro i j
  simp only [Matrix.mul_apply, Matrix.add_apply]
  have key := HasDerivAt.fun_sum (u := Finset.univ)
    (fun k _ => (hA i k).fun_mul (hB k j))
  exact key.congr_deriv Finset.sum_add_distrib
```

Suppose $X^TSX=1$ for all $R$ near $r$. This also makes $S$ symmetric there, so its symmetry is not a separate hypothesis. Differentiating gives

$$X'^TSX+X^TS'X+X^TSX'=0 .$$

In Lean, each entry of $X^TSX$ has both the product-rule derivative and the derivative $0$ of a constant; `unique` equates them.

```lean
/-- If the orbitals stay orthonormal in the moving overlap `S` near `r`, their derivative `X'`
obeys the linearised orthonormality condition. -/
theorem overlap_response {S X : ℝ → Matrix n n ℝ} {S' X' : Matrix n n ℝ} {r : ℝ}
    (dS : HasMatDerivAt S S' r) (dX : HasMatDerivAt X X' r)
    (hX : ∀ᶠ R in 𝓝 r, (X R)ᵀ * S R * X R = 1) :
    X'ᵀ * S r * X r + (X r)ᵀ * S' * X r + (X r)ᵀ * S r * X' = 0 := by
  have dXt : HasMatDerivAt (fun R => (X R)ᵀ) X'ᵀ r := fun i j => dX j i
  have d := (dXt.mul dS).mul dX
  ext i j
  -- the constrained product is locally constant
  have c : HasDerivAt (fun R => ((X R)ᵀ * S R * X R) i j) 0 r := by
    refine (hasDerivAt_const r ((1 : Matrix n n ℝ) i j)).congr_of_eventuallyEq ?_
    filter_upwards [hX] with R hR
    rw [hR]
  have e := (d i j).unique c
  simpa only [Matrix.add_mul, Matrix.zero_apply] using e
```

## The response in terms of a matrix U

Write $X'=XU$. The first orbital term in $E'$ is $\operatorname{tr}(U^TX^ThX\gamma)=\operatorname{tr}(U^TF)$. Transposing inside the trace, with $h$ and $\gamma$ symmetric, turns the second into the same number:

$$\operatorname{tr}(X^ThXU\gamma)=\operatorname{tr}(\gamma U^TX^ThX)=\operatorname{tr}(U^TF).$$

```lean
omit [DecidableEq n] in
/-- For symmetric `h` and `γ`, an orbital change `X U` changes the one-body energy to first
order by `2 tr(Uᵀ F)`. -/
theorem response_of_rotation {h γ : Matrix n n ℝ} (hh : h.IsSymm) (hγ : γ.IsSymm)
    (X U : Matrix n n ℝ) :
    ((X * U)ᵀ * h * X * γ).trace + (Xᵀ * h * (X * U) * γ).trace
      = 2 * (Uᵀ * fock h X γ).trace := by
  have e1 : (X * U)ᵀ * h * X * γ = Uᵀ * fock h X γ := by
    simp only [fock, Matrix.transpose_mul, Matrix.mul_assoc]
  have e2 : (Xᵀ * h * (X * U) * γ).trace = (Uᵀ * fock h X γ).trace := by
    rw [← Matrix.trace_transpose (Xᵀ * h * (X * U) * γ), Matrix.transpose_mul, hγ.eq,
      Matrix.trace_mul_comm]
    simp only [fock, Matrix.transpose_mul, Matrix.transpose_transpose, hh.eq, Matrix.mul_assoc]
  rw [e1, e2]
  ring
```

The same substitution in the overlap terms leaves $U^T+U$, because $X^TSX=1$.

```lean
/-- For orthonormal orbitals, an orbital change `X U` changes the orbital overlap to first
order by `Uᵀ + U`. -/
theorem overlap_of_rotation {S X : Matrix n n ℝ} (hX : Xᵀ * S * X = 1) (U : Matrix n n ℝ) :
    (X * U)ᵀ * S * X + Xᵀ * S * (X * U) = Uᵀ + U := by
  have e1 : (X * U)ᵀ * S * X = Uᵀ * (Xᵀ * S * X) := by
    simp only [Matrix.transpose_mul, Matrix.mul_assoc]
  have e2 : Xᵀ * S * (X * U) = (Xᵀ * S * X) * U := by
    simp only [Matrix.mul_assoc]
  rw [e1, e2, hX, Matrix.mul_one, Matrix.one_mul]
```

Since $X$ is square, $X^TSX=1$ implies $XX^TS=1$ (`mul_eq_one_comm`), so $U=X^TSX'$ does satisfy $X'=XU$. The constraint now reads $U^T+U=-X^TS'X$. If $F$ is symmetric, $\operatorname{tr}(U^TF)=\operatorname{tr}(UF)$, and therefore

$$2\operatorname{tr}(U^TF)=\operatorname{tr}\big((U^T+U)F\big)=-\operatorname{tr}(X^TS'XF).$$

For symmetric $h$ and $\gamma$, symmetry of $F$ means that $X^ThX$ commutes with $\gamma$. This is the condition that the energy be stationary under orbital rotations, and it holds when the orbitals are eigenvectors of the one-body problem and $\gamma$ is diagonal.

```lean
/-- Let `h`, `γ` and `F` be symmetric and the orbitals orthonormal. Every orbital derivative
`X'` that obeys the linearised orthonormality condition contributes `-tr(Xᵀ S' X F)`. -/
theorem orbital_response {h S S' X X' γ : Matrix n n ℝ} (hh : h.IsSymm) (hγ : γ.IsSymm)
    (hF : (fock h X γ).IsSymm) (hX : Xᵀ * S * X = 1)
    (hX' : X'ᵀ * S * X + Xᵀ * S' * X + Xᵀ * S * X' = 0) :
    (X'ᵀ * h * X * γ).trace + (Xᵀ * h * X' * γ).trace
      = -(Xᵀ * S' * X * fock h X γ).trace := by
  -- the orbitals are a complete basis, so X' = X U
  have hinv : X * (Xᵀ * S) = 1 := mul_eq_one_comm.1 hX
  obtain ⟨U, rfl⟩ : ∃ U, X' = X * U :=
    ⟨Xᵀ * S * X', by rw [← Matrix.mul_assoc, hinv, Matrix.one_mul]⟩
  have hU : Xᵀ * S' * X = -(Uᵀ + U) := by
    rw [← overlap_of_rotation hX U, eq_neg_iff_add_eq_zero, ← hX']
    abel
  -- a symmetric F does not distinguish U from its transpose
  have hs : (Uᵀ * fock h X γ).trace = (U * fock h X γ).trace := by
    rw [← Matrix.trace_transpose (Uᵀ * fock h X γ), Matrix.transpose_mul,
      Matrix.transpose_transpose, hF.eq, Matrix.trace_mul_comm]
  rw [response_of_rotation hh hγ, hU, Matrix.neg_mul, Matrix.trace_neg, Matrix.add_mul,
    Matrix.trace_add, ← hs]
  ring
```

## The gradient

Adding the explicit derivative of $h$ gives

$$\frac{dE}{dR}\Big|_r=\operatorname{tr}(X^Th'X\gamma)-\operatorname{tr}(X^TS'XF).$$

The theorem assumes that a derivative $X'$ exists, but its value does not enter. The matrix $\gamma$ is constant in $R$, meaning that the occupations do not respond to the nuclear motion; $h$ and $F$ need be symmetric only at $r$. The proof expands the product and replaces the two orbital terms by `key`. Minus this gradient is the contribution of the one-body energy to the force; the repulsion between the nuclei adds its own. The docstring calls the overlap term the Pulay term, but in a moving basis $h'$ also contains derivatives of the basis functions.

```lean
/-- Energy gradient with the Pulay term: for orbitals differentiable at `r` and orthonormal
near `r`, a fixed symmetric `γ`, and `h` and `F` symmetric at `r`, the derivative of the
one-body energy is `tr(Xᵀ h' X γ) - tr(Xᵀ S' X F)`. -/
theorem pulay_force {h S X : ℝ → Matrix n n ℝ} {h' S' X' γ : Matrix n n ℝ} {r : ℝ}
    (dh : HasMatDerivAt h h' r) (dS : HasMatDerivAt S S' r) (dX : HasMatDerivAt X X' r)
    (hX : ∀ᶠ R in 𝓝 r, (X R)ᵀ * S R * X R = 1)
    (hh : (h r).IsSymm) (hγ : γ.IsSymm) (hF : (fock (h r) (X r) γ).IsSymm) :
    HasDerivAt (fun R => (fock (h R) (X R) γ).trace)
      ((fock h' (X r) γ).trace - ((X r)ᵀ * S' * X r * fock (h r) (X r) γ).trace) r := by
  have dXt : HasMatDerivAt (fun R => (X R)ᵀ) X'ᵀ r := fun i j => dX j i
  have dγ : HasMatDerivAt (fun _ => γ) 0 r := fun i j => hasDerivAt_const r (γ i j)
  have d := ((dXt.mul dh).mul dX).mul dγ
  have key := orbital_response hh hγ hF hX.self_of_nhds (overlap_response dS dX hX)
  have t : HasDerivAt (fun R => (fock (h R) (X R) γ).trace) _ r :=
    HasDerivAt.fun_sum (u := Finset.univ) (fun i _ => d i i)
  refine t.congr_deriv ?_
  change Matrix.trace (((X'ᵀ * h r + (X r)ᵀ * h') * X r + (X r)ᵀ * h r * X') * γ
    + (X r)ᵀ * h r * X r * 0) = _
  simp only [Matrix.add_mul, Matrix.mul_zero, add_zero, Matrix.trace_add]
  simp only [fock] at key ⊢
  linear_combination key
```

A neighbouring result follows by the same argument, though it is not formalised here: if $\gamma$ is differentiable in $R$ and symmetric at $r$, the gradient gains the term $\operatorname{tr}(X^ThX\gamma')$.

Cycling the traces gives the atomic-orbital form, in which $h'$ meets the density $P=X\gamma X^T$ and $S'$ the energy-weighted density $W=XFX^T$:

$$\frac{dE}{dR}\Big|_r=\operatorname{tr}(h'P)-\operatorname{tr}(S'W).$$

For a non-interacting energy with fixed $\gamma$ that is stationary under orbital rotations, forces in an atom-centred basis thus need no orbital-response equations.

```lean
/-- The same gradient in the atomic-orbital basis, under the same hypotheses: `h'` is traced
with the density `X γ Xᵀ` and `S'` with the energy-weighted density `X F Xᵀ`. -/
theorem pulay_force_ao {h S X : ℝ → Matrix n n ℝ} {h' S' X' γ : Matrix n n ℝ} {r : ℝ}
    (dh : HasMatDerivAt h h' r) (dS : HasMatDerivAt S S' r) (dX : HasMatDerivAt X X' r)
    (hX : ∀ᶠ R in 𝓝 r, (X R)ᵀ * S R * X R = 1)
    (hh : (h r).IsSymm) (hγ : γ.IsSymm) (hF : (fock (h r) (X r) γ).IsSymm) :
    HasDerivAt (fun R => (h R * toAO (X R) γ).trace)
      ((h' * toAO (X r) γ).trace - (S' * toAO (X r) (fock (h r) (X r) γ)).trace) r := by
  have e : ∀ Y A B : Matrix n n ℝ, (A * toAO Y B).trace = (Yᵀ * A * Y * B).trace := by
    intro Y A B
    rw [show Yᵀ * A * Y * B = Yᵀ * (A * Y * B) by simp only [Matrix.mul_assoc],
      Matrix.trace_mul_comm Yᵀ (A * Y * B)]
    simp only [toAO, Matrix.mul_assoc]
  simp only [e]
  exact pulay_force dh dS dX hX hh hγ hF
```

## When F is not symmetric

Let $S'$ be symmetric and put $M=X^TS'X$. For every antisymmetric $K$, the choice $U=K-\tfrac12M$ obeys the constraint. If the orbital terms in $E'$ add up to $-\operatorname{tr}(MF)$ for all allowed $X'$, then $\operatorname{tr}(KF)=0$ for all such $K$. Taking $K=D=F-F^T$ gives $\operatorname{tr}(D^TD)=0$, a vanishing sum of squares, so $F=F^T$.

So when $F$ is not symmetric, some allowed orbital derivative violates the formula.

```lean
/-- Converse, for symmetric `h`, `γ`, `S'` and orthonormal orbitals: if every `X'` allowed by
the linearised orthonormality condition contributes `-tr(Xᵀ S' X F)`, then `F` is symmetric. -/
theorem fock_isSymm_of_response {h S S' X γ : Matrix n n ℝ} (hh : h.IsSymm) (hγ : γ.IsSymm)
    (hS' : S'.IsSymm) (hX : Xᵀ * S * X = 1)
    (H : ∀ X' : Matrix n n ℝ, X'ᵀ * S * X + Xᵀ * S' * X + Xᵀ * S * X' = 0 →
      (X'ᵀ * h * X * γ).trace + (Xᵀ * h * X' * γ).trace
        = -(Xᵀ * S' * X * fock h X γ).trace) :
    (fock h X γ).IsSymm := by
  have hM : (Xᵀ * S' * X)ᵀ = Xᵀ * S' * X := by
    simp only [Matrix.transpose_mul, Matrix.transpose_transpose, hS'.eq, Matrix.mul_assoc]
  generalize Xᵀ * S' * X = M at H hM
  -- test with an arbitrary infinitesimal rotation K
  have key : ∀ K : Matrix n n ℝ, Kᵀ = -K → (K * fock h X γ).trace = 0 := by
    intro K hK
    have hU : (K - (1 / 2 : ℝ) • M)ᵀ = -K - (1 / 2 : ℝ) • M := by
      rw [Matrix.transpose_sub, Matrix.transpose_smul, hK, hM]
    have h1 := H (X * (K - (1 / 2 : ℝ) • M)) (by
      rw [add_right_comm, overlap_of_rotation hX, hU]
      module)
    rw [response_of_rotation hh hγ, hU] at h1
    simp only [Matrix.sub_mul, Matrix.neg_mul, Matrix.smul_mul, Matrix.trace_sub,
      Matrix.trace_neg, Matrix.trace_smul, smul_eq_mul] at h1
    linarith
  generalize fock h X γ = F at key
  -- the choice K = F - Fᵀ gives a vanishing sum of squares
  have hD : (F - Fᵀ)ᵀ = -(F - Fᵀ) := by
    rw [Matrix.transpose_sub, Matrix.transpose_transpose, neg_sub]
  have h0 := key _ hD
  have h2 : ((F - Fᵀ) * Fᵀ).trace = 0 := by
    rw [← Matrix.trace_transpose ((F - Fᵀ) * Fᵀ), Matrix.transpose_mul,
      Matrix.transpose_transpose, hD, Matrix.mul_neg, Matrix.trace_neg,
      Matrix.trace_mul_comm, h0, neg_zero]
  have hz : ((F - Fᵀ)ᵀ * (F - Fᵀ)).trace = 0 := by
    rw [hD, Matrix.neg_mul, Matrix.trace_neg, Matrix.mul_sub, Matrix.trace_sub, h0, h2]
    norm_num
  generalize hE : F - Fᵀ = D at hz
  simp only [Matrix.trace, Matrix.diag_apply, Matrix.mul_apply, Matrix.transpose_apply] at hz
  rw [Finset.sum_eq_zero_iff_of_nonneg
    (fun i _ => Finset.sum_nonneg fun j _ => mul_self_nonneg (D j i))] at hz
  have hD0 : D = 0 := by
    ext j i
    have h3 := (Finset.sum_eq_zero_iff_of_nonneg
      (fun j _ => mul_self_nonneg (D j i))).1 (hz i (Finset.mem_univ i)) j (Finset.mem_univ j)
    exact mul_self_eq_zero.1 h3
  exact (sub_eq_zero.1 (hE.trans hD0)).symm
```

## A force from the overlap alone

Take constant $h$ with zero diagonal and off-diagonal elements $1$, and

$$S=\begin{pmatrix}1&R\\R&1+R^2\end{pmatrix},\quad X=\begin{pmatrix}1&-R\\0&1\end{pmatrix},\quad \gamma=\begin{pmatrix}1&1\\1&1\end{pmatrix}.$$

At $R=0$ this $\gamma$ puts two electrons in the normalised orbital $(1,1)/\sqrt2$, the upper level of $h$. Directly, $E=2-2R$. In the gradient formula $h'=0$, and the overlap term supplies the whole slope $-2$.

```lean
/-- For the constant `h = !![0, 1; 1, 0]`, the orbitals `X(R) = !![1, -R; 0, 1]` and `γ` with all
entries one, the one-body energy has derivative `-2` at `R = 0`. The proof applies `pulay_force`
with `h' = 0` and an overlap in which these orbitals are orthonormal. -/
theorem pulay_force_witness :
    HasDerivAt (fun R : ℝ => (fock !![0, 1; 1, 0] !![1, -R; 0, 1] !![1, 1; 1, 1]).trace)
      (-2) 0 := by
  have dh : HasMatDerivAt (fun _ => (!![0, 1; 1, 0] : Matrix (Fin 2) (Fin 2) ℝ)) 0 0 :=
    fun i j => hasDerivAt_const _ _
  have dS : HasMatDerivAt (fun R : ℝ => !![1, R; R, 1 + R ^ 2]) !![0, 1; 1, 0] 0 := by
    intro i j
    fin_cases i <;> fin_cases j
    · exact hasDerivAt_const (0 : ℝ) (1 : ℝ)
    · exact hasDerivAt_id' (0 : ℝ)
    · exact hasDerivAt_id' (0 : ℝ)
    · exact ((hasDerivAt_pow 2 (0 : ℝ)).const_add 1).congr_deriv (by simp)
  have dX : HasMatDerivAt (fun R : ℝ => !![1, -R; 0, 1]) !![0, -1; 0, 0] 0 := by
    intro i j
    fin_cases i <;> fin_cases j
    · exact hasDerivAt_const (0 : ℝ) (1 : ℝ)
    · exact (hasDerivAt_id' (0 : ℝ)).fun_neg
    · exact hasDerivAt_const (0 : ℝ) (0 : ℝ)
    · exact hasDerivAt_const (0 : ℝ) (1 : ℝ)
  refine (pulay_force dh dS dX (Filter.Eventually.of_forall fun R => ?_) ?_ ?_ ?_).congr_deriv ?_
  · ext i j
    fin_cases i <;> fin_cases j <;>
      simp [Matrix.mul_apply, Fin.sum_univ_succ]
    ring
  · ext i j
    fin_cases i <;> fin_cases j <;> simp
  · ext i j
    fin_cases i <;> fin_cases j <;> simp
  · ext i j
    fin_cases i <;> fin_cases j <;> simp [fock, Matrix.mul_apply, Fin.sum_univ_succ]
  · simp [fock, Matrix.trace, Matrix.mul_apply, Fin.sum_univ_succ]
    norm_num

end PulayForce
```

```lean
#print axioms PulayForce.pulay_force
#print axioms PulayForce.pulay_force_ao
#print axioms PulayForce.fock_isSymm_of_response
```

```
'PulayForce.pulay_force' depends on axioms: [propext, Classical.choice, Quot.sound]
'PulayForce.pulay_force_ao' depends on axioms: [propext, Classical.choice, Quot.sound]
'PulayForce.fock_isSymm_of_response' depends on axioms: [propext, Classical.choice, Quot.sound]
```
